# Two positive answers are equally likely in either order in every state exactly when the projectors commute

Whether the order of two yes-no measurements can be seen in the probability of two positive answers depends on what a measurement does to the state. Here an event is a Hermitian projector P on C^n, a state is a density matrix ρ, and a positive answer turns ρ into the unnormalised matrix PρP. Finding first P and then Q therefore has probability

Tr(Q P ρ P Q).

That a real apparatus acts in this way, with no evolution before the second measurement, is a physical assumption: devices with the same outcome statistics can leave different states behind.

## From the order gap to the commutator

The claim is that the two orders agree in every density matrix if and only if PQ = QP. Cyclicity of the trace and Q² = Q give

Tr(Q P ρ P Q) = Tr(ρ PQP),

and the reverse order gives Tr(ρ QPQ). If P and Q commute, both PQP and QPQ equal PQ, so the probabilities agree.

For the converse, insert ρ = cP with a number c. Since P² = P, the difference of the two orders is

c [Tr(PQP) − Tr(PQPQ)].

Let K = PQ − QP, so that K† = QP − PQ. Then

K†K = QPQ − QPQP − PQPQ + PQP.

The first and last terms have equal traces, and so do the middle two. Hence

Tr(K†K) = 2 [Tr(PQP) − Tr(PQPQ)],

and the difference is (c/2) Tr(K†K), where Tr(K†K) is the sum of the squared moduli of the entries of K.

If P ≠ 0, then Tr P = Tr(P†P) > 0, and P = P†P is positive semidefinite. So P/Tr P is a density matrix, and agreement in this one state forces K = 0. If P = 0, the projectors commute trivially.

## Events, states and sequential probabilities in Lean

The finite index type `n` labels the basis of C^n.

```lean
import Mathlib

open Matrix
open scoped ComplexOrder

namespace MeasurementOrder

noncomputable section

variable {n : Type*} [Fintype n]

/-- A yes-no measurement event: a Hermitian idempotent matrix. -/
structure IsProjector (P : Matrix n n ℂ) : Prop where
  herm : P.IsHermitian
  idem : P * P = P

/-- A density matrix: positive semidefinite with trace one. -/
structure IsDensity (ρ : Matrix n n ℂ) : Prop where
  pos : ρ.PosSemidef
  trace_one : ρ.trace = 1
```

In `seqProb P Q ρ` the first argument is measured first. The value is typed as a complex number.

```lean
/-- The trace `Tr(Q P ρ P Q)`. For projectors `P`, `Q` and a density matrix `ρ` it is the
probability of finding first `P` and then `Q` in the state `ρ`. -/
def seqProb (P Q ρ : Matrix n n ℂ) : ℂ := (Q * P * ρ * P * Q).trace
```

## The norm that detects a commutator

```lean
/-- The squared Hilbert-Schmidt norm: the sum of the squared moduli of all entries. -/
def hsSq (A : Matrix n n ℂ) : ℝ := ∑ j, ∑ i, ‖A i j‖ ^ 2
```

The diagonal entry j of A†A is the sum over i of |A i j|², which gives the next identity.

```lean
/-- The squared Hilbert-Schmidt norm of `A` is the trace of `A† A`. -/
theorem trace_conjTranspose_mul (A : Matrix n n ℂ) : (Aᴴ * A).trace = (hsSq A : ℂ) := by
  simp only [Matrix.trace, Matrix.diag_apply, Matrix.mul_apply, Matrix.conjTranspose_apply,
    hsSq, Complex.ofReal_sum, Complex.ofReal_pow]
  refine Finset.sum_congr rfl fun j _ => Finset.sum_congr rfl fun i _ => ?_
  exact Complex.conj_mul' (A i j)
```

A sum of nonnegative terms vanishes only if each term does. The proof applies this first to the columns, then to the entries.

```lean
/-- Only the zero matrix has vanishing Hilbert-Schmidt norm. -/
theorem eq_zero_of_hsSq {A : Matrix n n ℂ} (h : hsSq A = 0) : A = 0 := by
  ext i j
  have h1 := (Finset.sum_eq_zero_iff_of_nonneg
    (fun j _ => Finset.sum_nonneg fun i _ => sq_nonneg ‖A i j‖)).1 h j (Finset.mem_univ j)
  have h2 := (Finset.sum_eq_zero_iff_of_nonneg
    (fun i _ => sq_nonneg ‖A i j‖)).1 h1 i (Finset.mem_univ i)
  simpa using h2
```

## The gap between the two orders

The first lemma is the cyclic rearrangement above; it needs only Q to be a projector.

```lean
/-- For a projector `Q` and any matrix `P`, the trace `Tr(Q P ρ P Q)` equals
`Tr(ρ P Q P)`. -/
theorem seqProb_eq {P Q : Matrix n n ℂ} (hQ : IsProjector Q) (ρ : Matrix n n ℂ) :
    seqProb P Q ρ = (ρ * (P * Q * P)).trace := by
  have h : Q * (Q * P * ρ * P) = (Q * P) * (ρ * P) := by
    calc Q * (Q * P * ρ * P) = (Q * Q) * P * ρ * P := by noncomm_ring
      _ = (Q * P) * (ρ * P) := by rw [hQ.idem]; noncomm_ring
  rw [seqProb, Matrix.trace_mul_comm, h, Matrix.trace_mul_comm]
  congr 1
  noncomm_ring

/-- For projectors `P` and `Q`, the operators `P Q P` and `Q P Q` have the same trace. -/
theorem trace_sandwich {P Q : Matrix n n ℂ} (hP : IsProjector P) (hQ : IsProjector Q) :
    (P * Q * P).trace = (Q * P * Q).trace := by
  rw [Matrix.trace_mul_comm (P * Q) P, Matrix.trace_mul_comm (Q * P) Q,
    ← Matrix.mul_assoc, ← Matrix.mul_assoc, hP.idem, hQ.idem, Matrix.trace_mul_comm]
```

In `order_gap`, `e` expands K†K, `t` equates the traces of the middle terms, and `p` is the simplification P(PQP) = PQP. The final `ring` collects the factor c/2.

```lean
/-- On a multiple `c P` of the projector `P`, the two orders of measuring the projectors `P`
and `Q` differ by `c / 2` times the squared Hilbert-Schmidt norm of the commutator. -/
theorem order_gap {P Q : Matrix n n ℂ} (hP : IsProjector P) (hQ : IsProjector Q) (c : ℂ) :
    seqProb P Q (c • P) - seqProb Q P (c • P) = c / 2 * (hsSq (P * Q - Q * P) : ℂ) := by
  -- expand the squared commutator
  have e : (P * Q - Q * P)ᴴ * (P * Q - Q * P)
      = Q * P * Q - Q * (P * Q * P) - P * (Q * P * Q) + P * Q * P := by
    rw [Matrix.conjTranspose_sub, Matrix.conjTranspose_mul, Matrix.conjTranspose_mul,
      hP.herm.eq, hQ.herm.eq]
    calc (Q * P - P * Q) * (P * Q - Q * P)
        = Q * (P * P) * Q - Q * (P * Q * P) - P * (Q * P * Q) + P * (Q * Q) * P := by
          simp only [Matrix.sub_mul, Matrix.mul_sub, Matrix.mul_assoc]
          abel
      _ = _ := by rw [hP.idem, hQ.idem]
  -- the two middle terms have equal traces
  have t : (Q * (P * Q * P)).trace = (P * (Q * P * Q)).trace := by
    rw [Matrix.trace_mul_comm]
    congr 1
    noncomm_ring
  have p : P * (P * Q * P) = P * Q * P := by
    rw [← Matrix.mul_assoc, ← Matrix.mul_assoc, hP.idem]
  rw [← trace_conjTranspose_mul, e, seqProb_eq hQ, seqProb_eq hP, Matrix.smul_mul,
    Matrix.smul_mul, Matrix.trace_smul, Matrix.trace_smul, p, Matrix.trace_add,
    Matrix.trace_sub, Matrix.trace_sub, t, ← trace_sandwich hP hQ, smul_eq_mul, smul_eq_mul]
  ring
```

## One state is enough

The proof establishes that Tr P is nonzero and P/Tr P is a density matrix. It then cancels the nonzero factor c/2, with c = 1/Tr P, from the gap. For ideal projective measurements in finite dimension, the exact probabilities of the two orders in this one state, which depends on P, thus decide whether P ≠ 0 and Q are compatible.

```lean
/-- A single state decides compatibility: for projectors `P ≠ 0` and `Q`, the matrix `P / Tr P`
is a density matrix, and the two orders agree in it if and only if `P` and `Q` commute. -/
theorem single_state_test {P Q : Matrix n n ℂ} (hP : IsProjector P) (hQ : IsProjector Q)
    (h0 : P ≠ 0) :
    IsDensity (P.trace⁻¹ • P) ∧
      (seqProb P Q (P.trace⁻¹ • P) = seqProb Q P (P.trace⁻¹ • P) ↔ P * Q = Q * P) := by
  have hs : Pᴴ * P = P := by rw [hP.herm.eq, hP.idem]
  have ht : P.trace = (hsSq P : ℂ) := by rw [← trace_conjTranspose_mul, hs]
  have hne : P.trace ≠ 0 := by
    rw [ht]
    exact fun h => h0 (eq_zero_of_hsSq (Complex.ofReal_eq_zero.1 h))
  have hpos : P.PosSemidef := by
    have h := Matrix.posSemidef_conjTranspose_mul_self P
    rwa [hs] at h
  have hc : (0 : ℂ) ≤ P.trace⁻¹ := by
    rw [ht, ← Complex.ofReal_inv]
    exact Complex.zero_le_real.2 (inv_nonneg.2
      (Finset.sum_nonneg fun j _ => Finset.sum_nonneg fun i _ => sq_nonneg _))
  refine ⟨⟨hpos.smul hc, ?_⟩, ?_⟩
  · rw [Matrix.trace_smul, smul_eq_mul, inv_mul_cancel₀ hne]
  · rw [← sub_eq_zero, order_gap hP hQ]
    constructor
    · intro h
      have h2 := (mul_eq_zero.1 h).resolve_left (div_ne_zero (inv_ne_zero hne) two_ne_zero)
      exact sub_eq_zero.1 (eq_zero_of_hsSq (Complex.ofReal_eq_zero.1 h2))
    · intro h
      simp [h, hsSq]

/-- For commuting projectors `P`, `Q` and any matrix `ρ`, the trace `Tr(Q P ρ P Q)` equals
`Tr(ρ P Q)`, which is the joint probability when `ρ` is a density matrix. -/
theorem seqProb_of_commute {P Q : Matrix n n ℂ} (hP : IsProjector P) (hQ : IsProjector Q)
    (h : P * Q = Q * P) (ρ : Matrix n n ℂ) : seqProb P Q ρ = (ρ * (P * Q)).trace := by
  rw [seqProb_eq hQ, h, Matrix.mul_assoc Q P P, hP.idem]
```

The main theorem quantifies over all density matrices. Its forward direction treats P = 0 separately and otherwise uses only the state P/Tr P; its backward direction reduces both orders to Tr(ρ PQ).

```lean
/-- For two projectors, the probability of two positive answers is the same in either order in every
density matrix if and only if the projectors commute. -/
theorem order_irrelevant_iff_commute {P Q : Matrix n n ℂ}
    (hP : IsProjector P) (hQ : IsProjector Q) :
    (∀ ρ, IsDensity ρ → seqProb P Q ρ = seqProb Q P ρ) ↔ P * Q = Q * P := by
  constructor
  · intro h
    by_cases h0 : P = 0
    · simp [h0]
    · obtain ⟨hd, hiff⟩ := single_state_test hP hQ h0
      exact hiff.1 (h _ hd)
  · intro h ρ _
    rw [seqProb_of_commute hP hQ h, seqProb_of_commute hQ hP h.symm, h]
```

Idempotence matters for the forward direction. If it is dropped for both matrices and only Hermiticity is kept, the Pauli matrices σx and σz are a counter-example: both square to the identity, so Tr(σz σx ρ σx σz) = Tr(σx σz ρ σz σx) = 1 in every density matrix, yet σxσz = −σzσx ≠ σzσx.

## A state that hides the order, and one that shows it

The choice of test state matters. With ρ = c·1 the two orders give c Tr(PQP) and c Tr(QPQ), which are equal for any two projectors. For n ≥ 1 this includes the maximally mixed state, c = 1/n.

```lean
/-- On a multiple of the identity the two orders agree for any two projectors. -/
theorem order_invisible_on_identity [DecidableEq n] {P Q : Matrix n n ℂ}
    (hP : IsProjector P) (hQ : IsProjector Q) (c : ℂ) :
    seqProb P Q (c • (1 : Matrix n n ℂ)) = seqProb Q P (c • (1 : Matrix n n ℂ)) := by
  rw [seqProb_eq hQ, seqProb_eq hP, Matrix.smul_mul, Matrix.smul_mul, Matrix.one_mul,
    Matrix.one_mul, Matrix.trace_smul, Matrix.trace_smul, trace_sandwich hP hQ]
```

For a spin one-half, take the projectors onto spin up along z and along x.

```lean
/-- The qubit projector onto spin up along `z`. -/
def zUp : Matrix (Fin 2) (Fin 2) ℂ := !![1, 0; 0, 0]

/-- The qubit projector onto spin up along `x`. -/
def xUp : Matrix (Fin 2) (Fin 2) ℂ := !![1/2, 1/2; 1/2, 1/2]
```

In the state spin up along z, measuring z first gives a certain yes, followed by a yes for x with probability 1/2. Measuring x first gives 1/2 · 1/2 = 1/4. The proof checks the projector properties entry by entry and evaluates the two traces.

```lean
/-- Spin up along `z` and along `x` are projectors; in the state `zUp`, measuring `z` first
gives two positive answers with probability 1/2, measuring `x` first with probability 1/4. -/
theorem qubit_witness : IsProjector zUp ∧ IsProjector xUp ∧ IsDensity zUp ∧
    seqProb zUp xUp zUp = 1 / 2 ∧ seqProb xUp zUp zUp = 1 / 4 := by
  have hz : IsProjector zUp := by
    constructor
    · ext i j
      fin_cases i <;> fin_cases j <;> simp [zUp]
    · ext i j
      fin_cases i <;> fin_cases j <;> simp [zUp]
  have hx : IsProjector xUp := by
    constructor
    · ext i j
      fin_cases i <;> fin_cases j <;> simp [xUp]
    · ext i j
      fin_cases i <;> fin_cases j <;> norm_num [xUp, Matrix.mul_apply, Fin.sum_univ_succ]
  refine ⟨hz, hx, ⟨?_, ?_⟩, ?_, ?_⟩
  · have h := Matrix.posSemidef_conjTranspose_mul_self zUp
    rwa [hz.herm.eq, hz.idem] at h
  · simp [zUp, Matrix.trace_fin_two]
  · norm_num [seqProb, zUp, xUp, Matrix.trace_fin_two, Matrix.mul_apply, Fin.sum_univ_succ]
  · norm_num [seqProb, zUp, xUp, Matrix.trace_fin_two, Matrix.mul_apply, Fin.sum_univ_succ]

end

end MeasurementOrder
```

```lean
#print axioms MeasurementOrder.order_irrelevant_iff_commute
-- 'MeasurementOrder.order_irrelevant_iff_commute' depends on axioms: [propext, Classical.choice, Quot.sound]
#print axioms MeasurementOrder.order_invisible_on_identity
-- 'MeasurementOrder.order_invisible_on_identity' depends on axioms: [propext, Classical.choice, Quot.sound]
```
